# In a model Auger cascade with no energy or occupancy limits, a hole of depth d can decay into 2^d holes of depth zero

In this model an atom's vacancies are a finite multiset of natural numbers, the depths of the holes, and an Auger event replaces one hole by two strictly shallower ones while the others stay as they are. Energy balance, transition rates and limits on how many holes a level can have are left out. The theorem `hole_decays_fully` states that for every depth `d` and every multiset `r` of spectator holes, some finite number of events leads from `d` together with `r` to `2 ^ d` holes of depth zero together with `r`. The proof is by induction on `d`: a hole of depth `d + 1` first becomes two of depth `d`, and the induction hypothesis is then applied to each in turn.

An attempt in Lean 4 with a fault in it:

```lean
import Mathlib

namespace HoleDecaysFully

/-- An Auger event: one hole of depth `d` is replaced by two holes of strictly smaller
depths `a` and `b`, while the remaining holes `r` are spectators. -/
inductive AugerEvent : Multiset ℕ → Multiset ℕ → Prop
  | decay (r : Multiset ℕ) (d a b : ℕ) (ha : a < d) (hb : b < d) :
      AugerEvent (d ::ₘ r) (a ::ₘ b ::ₘ r)

/-- `Cascade s n t` says that `n` successive Auger events lead from the vacancy
configuration `s` to the configuration `t`. -/
inductive Cascade (s : Multiset ℕ) : ℕ → Multiset ℕ → Prop
  | start : Cascade s 0 s
  | next {n : ℕ} {t u : Multiset ℕ} :
      Cascade s n t → AugerEvent t u → Cascade s (n + 1) u

/-- Two cascades, the second starting where the first ends, join into one whose number
of events is the sum. -/
theorem Cascade.trans {s t u : Multiset ℕ} {n m : ℕ} (h₁ : Cascade s n t)
    (h₂ : Cascade t m u) : Cascade s (n + m) u := by
  induction h₂ with
  | start => exact h₁
  | next _ e ih => exact ih.next e

/-- Beside any spectator holes `r`, a hole of depth `d` can decay into `2 ^ d` holes of
depth zero. -/
theorem hole_decays_fully (d : ℕ) : ∀ r : Multiset ℕ,
    ∃ n, Cascade (d ::ₘ r) n (Multiset.replicate (2 ^ d) 0 + r) := by
  induction d with
  | zero =>
    intro r
    have h : Multiset.replicate (2 ^ 0) (0 : ℕ) + r = 0 ::ₘ r := by simp
    rw [h]
    exact ⟨0, Cascade.start⟩
  | succ d ih =>
    intro r
    -- the first event makes two holes of depth `d`, which then decay one after the other
    have first : Cascade ((d + 1) ::ₘ r) 1 (d ::ₘ d ::ₘ r) :=
      Cascade.start.next (AugerEvent.decay r (d + 1) d d (by omega) (by omega))
    obtain ⟨n, hn⟩ := ih (d ::ₘ r)
    rw [Multiset.add_cons] at hn
    obtain ⟨m, hm⟩ := ih (Multiset.replicate (2 ^ d) 0 + r)
    have hend : Multiset.replicate (2 ^ (d + 1)) (0 : ℕ) + r
        = Multiset.replicate (2 ^ d) 0 + (Multiset.replicate (2 ^ d) 0 + r) := by
      rw [pow_succ, mul_two, Multiset.replicate_add, add_assoc]
    rw [hend]
    exact ⟨_, (first.trans hn).trans hm⟩

end HoleDecaysFully
```

Messages:

```
Main.lean:33:65: error: unsolved goals
r : Multiset ℕ
⊢ Multiset.replicate 1 0 + r = 0 ::ₘ r
```

Cause. The error is in the base case, in the auxiliary equation `h`, which says that `2 ^ 0` copies of a depth-zero hole added to `r` are the same as `0 ::ₘ r`. The equation is true, but `simp` only got part of the way. It evaluated `2 ^ 0` to `1` and then stopped at `Multiset.replicate 1 0 + r = 0 ::ₘ r`, without turning the one-fold `replicate` into a singleton. Since `simp` had made progress but not closed the goal, Lean reports "unsolved goals" and shows what was left.

The repair names the steps. `pow_zero` turns `2 ^ 0` into `1`, `Multiset.replicate_one` turns `Multiset.replicate 1 0` into `{0}`, and `Multiset.singleton_add` turns `{0} + r` into `0 ::ₘ r`. Both sides are then identical, and `rw` closes the goal by reflexivity.

As a diff, the version that Lean accepts:

```diff
@@ -31,5 +31,6 @@
   | zero =>
     intro r
-    have h : Multiset.replicate (2 ^ 0) (0 : ℕ) + r = 0 ::ₘ r := by simp
+    have h : Multiset.replicate (2 ^ 0) (0 : ℕ) + r = 0 ::ₘ r := by
+      rw [pow_zero, Multiset.replicate_one, Multiset.singleton_add]
     rw [h]
     exact ⟨0, Cascade.start⟩
```
